# On a two-electron coefficient matrix, the commutator with a real orbital-rotation generator is the sum of its actions on each electron

Let the real `n × n` matrix `X` hold the coefficients of a two-electron state in `n` orbitals, one index for each electron, and let `A = E_ij - E_ji` generate rotations in the plane of orbitals `i` and `j`. The theorem states that `A * X - X * A = A * X + X * Aᵀ`, where the two terms on the right are the actions of `A` on the first and on the second electron. `X` is arbitrary: neither normalisation nor any exchange symmetry is assumed, and `i` and `j` may coincide. The attempt first shows that `Aᵀ = -A`, entry by entry with a case split on four index equalities, and then leaves the remaining matrix algebra to `noncomm_ring`.

The first attempt, which Lean rejects:

```lean
import Mathlib

open Matrix

namespace ActEqTwoElectron

noncomputable section

variable {n : ℕ}

/-- The generator `E_ij - E_ji` of rotations in the plane of the orbitals `i` and `j`. -/
def rotGen (i j : Fin n) : Matrix (Fin n) (Fin n) ℝ :=
  Matrix.single i j 1 - Matrix.single j i 1

/-- The commutator `[A, X]`. -/
def act (A X : Matrix (Fin n) (Fin n) ℝ) : Matrix (Fin n) (Fin n) ℝ :=
  A * X - X * A

/-- On the coefficient matrix `X` of a two-electron orbital state, the commutator with a
generator is the sum of its actions on the first and on the second electron. -/
theorem act_eq_two_electron (i j : Fin n) (X : Matrix (Fin n) (Fin n) ℝ) :
    act (rotGen i j) X = rotGen i j * X + X * (rotGen i j)ᵀ := by
  have h : (rotGen i j)ᵀ = -rotGen i j := by
    ext a b
    by_cases h1 : i = a <;> by_cases h2 : j = b <;> by_cases h3 : i = b <;>
      by_cases h4 : j = a <;> simp [rotGen, Matrix.single_apply, h1, h2, h3, h4]
  rw [h, act]
  noncomm_ring

end

end ActEqTwoElectron
```

The error:

```
Main.lean:23:42: error: unsolved goals
case pos
n : ℕ
i j : Fin n
X : Matrix (Fin n) (Fin n) ℝ
a b : Fin n
h1 : i = a
h2 : j = b
h3 : i = b
h4 : j = a
⊢ (if a = b ∧ b = a then 1 else 0) = if b = a ∧ a = b then 1 else 0

case neg
n : ℕ
i j : Fin n
X : Matrix (Fin n) (Fin n) ℝ
a b : Fin n
h1 : i = a
h2 : j = b
h3 : i = b
h4 : ¬j = a
⊢ (if a = b ∧ b = a then 1 else 0) = if b = a ∧ a = b then 1 else 0

case pos
n : ℕ
i j : Fin n
X : Matrix (Fin n) (Fin n) ℝ
a b : Fin n
h1 : i = a
h2 : j = b
h3 : ¬i = b
h4 : j = a
⊢ (if a = b ∧ b = a then 1 else 0) = if b = a ∧ a = b then 1 else 0

case neg
n : ℕ
i j : Fin n
X : Matrix (Fin n) (Fin n) ℝ
a b : Fin n
h1 : i = a
h2 : j = b
h3 : ¬i = b
h4 : ¬j = a
⊢ (if a = b ∧ b = a then 1 else 0) = if b = a ∧ a = b then 1 else 0

case pos
n : ℕ
i j : Fin n
X : Matrix (Fin n) (Fin n) ℝ
a b : Fin n
h1 : ¬i = a
h2 : ¬j = b
h3 : i = b
h4 : j = a
⊢ (if a = b ∧ b = a then 1 else 0) = if b = a ∧ a = b then 1 else 0
```

Cause. The error lists five cases that `simp` left open, all with the same true goal: two `if` expressions whose conditions are `a = b ∧ b = a` and the same conjunction in the other order. In the first four, `simp` uses `h1` and `h2` to replace `i` by `a` and `j` by `b`. The tests `i = b` and `j = a` thus become `a = b` and `b = a`, which `h3` and `h4`, being about `i` and `j`, no longer match. In the fifth, `h3` and `h4` do the replacing and `h1` and `h2` go unused in the same way. `simp` does not reorder the conjunction by itself, so the goal stays.

The repair proves `t`, that transposing a single-entry matrix swaps its indices. There both sides depend on the same two equalities, `k = b` and `l = a`, and the case split settles both. The antisymmetry then follows without entries: `transpose_sub` splits the transpose, `t` is applied to each term, and `neg_sub` brings the right side to the same difference.

The repair, with which the file compiles:

```diff
@@ -22,7 +22,10 @@
     act (rotGen i j) X = rotGen i j * X + X * (rotGen i j)ᵀ := by
   have h : (rotGen i j)ᵀ = -rotGen i j := by
-    ext a b
-    by_cases h1 : i = a <;> by_cases h2 : j = b <;> by_cases h3 : i = b <;>
-      by_cases h4 : j = a <;> simp [rotGen, Matrix.single_apply, h1, h2, h3, h4]
+    have t : ∀ k l : Fin n, (Matrix.single k l (1 : ℝ))ᵀ = Matrix.single l k (1 : ℝ) := by
+      intro k l
+      ext a b
+      by_cases h1 : k = b <;> by_cases h2 : l = a <;>
+        simp [h1, h2]
+    rw [rotGen, transpose_sub, t, t, neg_sub]
   rw [h, act]
   noncomm_ring
```
